# Quasispin algebra and the seniority formula for a shell of paired fermion levels

Take a shell of $N$ pairs of fermion levels, all orthonormal, with annihilators $a_m$ and $b_m$ for the two members of pair $m$. Write $[X,Y]=XY-YX$ and

$$S=\sum_m a_m^\dagger b_m^\dagger,\qquad \hat n=\sum_m\left(a_m^\dagger a_m+b_m^\dagger b_m\right),\qquad S_0=\tfrac12\hat n-\tfrac N2 .$$

Then

$$[S,S^\dagger]=2S_0,\qquad [S_0,S]=S,\qquad [a_m^\dagger a_m-b_m^\dagger b_m,\,S]=0 .$$

If a state $v$ has particle number $\nu$ and $S^\dagger v=0$, then for every $k=0,1,2,\dots$

$$SS^\dagger\,S^kv=k\,(N-\nu-k+1)\,S^kv .$$

## Pairs of electrons in a jj-coupled subshell

A relativistic subshell with angular momentum $j$ has $2j+1$ levels, which form $N=j+\tfrac12$ pairs with opposite magnetic quantum numbers. Let $a_m$ belong to the level with $m>0$ and $b_m$ to its partner with $-m$, with the phase $(-1)^{j-m}$ absorbed into $b_m$. Then $S$ creates two electrons coupled to total angular momentum zero, up to normalisation. Textbooks often write $S_+$ and $S_-$ for $S$ and $S^\dagger$.

A state with $S^\dagger v=0$ contains no such pair, and its particle number $\nu$ is the seniority. Seniority labels states of open subshells in relativistic atomic structure. The formula gives energies for the model Hamiltonian $-G\,SS^\dagger$ in a single shell, where the constant $G$ is the strength of an interaction that moves two electrons from the levels of any pair $n$ to those of any pair $m$ with the same amplitude $-G$, in the phase convention above. Replacing the Coulomb repulsion in a real atom by this interaction is a physical approximation that the hypotheses do not justify.

## The shell as an abstract operator algebra

In Lean, the pair labels form a finite type `ι`, and $N$ is `Fintype.card ι`. The operators lie in a ring `A` with an adjoint `star`, written $\dagger$ here, and with complex scalars. The structure `ShellCAR a b` postulates six families of anticommutators. They express the antisymmetry of fermion states and the orthonormality of the levels; the remaining relations follow by taking adjoints.

The definitions `pairCreation`, `numberOp` and `quasispinZ` are $S$, $\hat n$ and $S_0$. The theorem `quasispin_algebra` states the three commutation results, the last one as `Commute`. In `quasispin_lowering`, the additional assumption `StarModule ℂ A` says that the adjoint conjugates complex scalars.

States are vectors in a module `V` on which both the complex numbers and the operators act, each written `•`. The assumption `IsScalarTower ℂ A V` makes the two actions compatible. No inner product is needed, and `ν` may be any complex number satisfying the number equation. The theorem `seniority_formula` is an identity between vectors, so it gives an eigenvalue only when $S^kv\neq0$.

## Commutators from anticommutators

With $\{X,Y\}=XY+YX$, two identities are enough:

$$[pq,r]=p\{q,r\}-\{p,r\}q,\qquad [x,pq]=[x,p]q+p[x,q].$$

The first one gives

$$[a_m^\dagger a_m,a_n^\dagger]=\delta_{mn}a_m^\dagger,\qquad [a_m^\dagger a_m,b_n^\dagger]=0,$$

and likewise with $a$ and $b$ exchanged. By the second identity, after summing over $n$,

$$[a_m^\dagger a_m,S]=a_m^\dagger b_m^\dagger=[b_m^\dagger b_m,S].$$

Subtraction shows that the occupation difference commutes with $S$. Adding the two and summing over $m$ gives $[\hat n,S]=2S$. The constant in $S_0$ commutes with everything, so $[S_0,S]=S$.

For the remaining commutator, $S^\dagger=\sum_n b_na_n$. The first identity gives

$$[b_na_n,a_m^\dagger]=\delta_{nm}b_n,\qquad [b_na_n,b_m^\dagger]=-\delta_{nm}a_n,$$

and therefore

$$[a_m^\dagger b_m^\dagger,b_na_n]=\delta_{nm}\left(a_m^\dagger a_n-b_nb_m^\dagger\right).$$

Summing over $m$ and using $b_nb_n^\dagger=1-b_n^\dagger b_n$,

$$[S,b_na_n]=a_n^\dagger a_n+b_n^\dagger b_n-1 .$$

The sum over $n$ is $\hat n-N=2S_0$. Since $S_0^\dagger=S_0$, the adjoint of $[S_0,S]=S$ is $[S_0,S^\dagger]=-S^\dagger$.

## The pairing eigenvalue by recursion

From $\hat nS=S\hat n+2S$, each application of $S$ raises the particle number by two, so $\hat nS^kv=(\nu+2k)S^kv$ by induction.

Suppose that $SS^\dagger$ acts on $S^kv$ as the number $\lambda_k$. Because $S^\dagger v=0$, we can take $\lambda_0=0$. The commutator $[S,S^\dagger]=\hat n-N$ gives $S^\dagger S=SS^\dagger-\hat n+N$, hence

$$SS^\dagger S^{k+1}v=S\,(SS^\dagger-\hat n+N)\,S^kv=(\lambda_k-\nu-2k+N)\,S^{k+1}v .$$

Thus $\lambda_{k+1}=\lambda_k+N-\nu-2k$, and summing the increments gives

$$\lambda_k=k(N-\nu)-k(k-1)=k(N-\nu-k+1).$$

## One pair of levels

For $N=1$ the basis consists of the empty state, two singly occupied states and the filled state. On the empty state $\nu=0$, and $S$ produces the filled state, where $SS^\dagger$ has eigenvalue $1$. A singly occupied state has $\nu=1$ and is annihilated by $S$, because its pair of levels is blocked.

## The complete Lean file

```lean
import Mathlib

open Matrix

namespace QuasispinShell

noncomputable section

variable {ι A : Type*} [Fintype ι] [Ring A] [StarRing A]

/-- The fermion anticommutation relations for annihilators `a m`, `b m` and their adjoints. -/
structure ShellCAR [DecidableEq ι] (a b : ι → A) : Prop where
  aa : ∀ m n, a m * a n + a n * a m = 0
  bb : ∀ m n, b m * b n + b n * b m = 0
  ab : ∀ m n, a m * b n + b n * a m = 0
  aa_star : ∀ m n, a m * star (a n) + star (a n) * a m = if m = n then 1 else 0
  bb_star : ∀ m n, b m * star (b n) + star (b n) * b m = if m = n then 1 else 0
  ab_star : ∀ m n, a m * star (b n) + star (b n) * a m = 0

/-- The pair creation operator `S`, the sum of `a_m* b_m*` over the shell. -/
def pairCreation (a b : ι → A) : A := ∑ m, star (a m) * star (b m)

/-- The particle number operator of the shell. -/
def numberOp (a b : ι → A) : A := ∑ m, (star (a m) * a m + star (b m) * b m)

/-- The quasispin component `S0`: half the particle number minus half the number of pairs
of levels. -/
def quasispinZ [Algebra ℂ A] (a b : ι → A) : A :=
  (1 / 2 : ℂ) • numberOp a b - ((Fintype.card ι : ℂ) / 2) • (1 : A)

/-- The commutator of a product of two operators with a third, written through
anticommutators. -/
theorem comm_of_anticomm {R : Type*} [Ring R] (p q r : R) :
    p * q * r - r * (p * q) = p * (q * r + r * q) - (p * r + r * p) * q := by
  noncomm_ring

variable [DecidableEq ι] {a b : ι → A}

omit [Fintype ι] in
/-- For fermion operators, all creators anticommute, and each `b m` anticommutes with
each `a_n*`. -/
theorem adjoint_relations (h : ShellCAR a b) (m n : ι) :
    star (a m) * star (a n) + star (a n) * star (a m) = 0 ∧
    star (b m) * star (b n) + star (b n) * star (b m) = 0 ∧
    star (a m) * star (b n) + star (b n) * star (a m) = 0 ∧
    b m * star (a n) + star (a n) * b m = 0 := by
  refine ⟨?_, ?_, ?_, ?_⟩
  · simpa only [star_add, star_mul, star_zero] using congrArg star (h.aa n m)
  · simpa only [star_add, star_mul, star_zero] using congrArg star (h.bb n m)
  · rw [add_comm]
    simpa only [star_add, star_mul, star_zero] using congrArg star (h.ab m n)
  · simpa only [star_add, star_mul, star_zero, star_star] using congrArg star (h.ab_star n m)

/-- For fermion operators, the occupation numbers of the levels `a m` and `b m` have the same
commutator with `S`, namely the pair creator `a_m* b_m*`. -/
theorem occupation_comm (h : ShellCAR a b) (m : ι) :
    star (a m) * a m * pairCreation a b - pairCreation a b * (star (a m) * a m)
      = star (a m) * star (b m) ∧
    star (b m) * b m * pairCreation a b - pairCreation a b * (star (b m) * b m)
      = star (a m) * star (b m) := by
  -- Leibniz rule for the commutator with a product
  have leib : ∀ x p q : A, x * (p * q) - p * q * x
      = (x * p - p * x) * q + p * (x * q - q * x) := by
    intro x p q
    noncomm_ring
  constructor
  · have t : ∀ n, star (a m) * a m * (star (a n) * star (b n))
        - star (a n) * star (b n) * (star (a m) * a m)
        = if m = n then star (a m) * star (b n) else 0 := by
      intro n
      rw [leib, comm_of_anticomm, comm_of_anticomm, h.aa_star, h.ab_star,
        (adjoint_relations h m n).1, (adjoint_relations h m n).2.2.1]
      split_ifs <;> simp
    unfold pairCreation
    rw [Finset.mul_sum, Finset.sum_mul, ← Finset.sum_sub_distrib,
      Finset.sum_congr rfl (fun n _ => t n)]
    simp
  · have t : ∀ n, star (b m) * b m * (star (a n) * star (b n))
        - star (a n) * star (b n) * (star (b m) * b m)
        = if m = n then star (a n) * star (b m) else 0 := by
      intro n
      have e := (adjoint_relations h n m).2.2.1
      rw [add_comm] at e
      rw [leib, comm_of_anticomm, comm_of_anticomm, h.bb_star,
        (adjoint_relations h m n).2.2.2, e, (adjoint_relations h m n).2.1]
      split_ifs <;> simp
    unfold pairCreation
    rw [Finset.mul_sum, Finset.sum_mul, ← Finset.sum_sub_distrib,
      Finset.sum_congr rfl (fun n _ => t n)]
    simp

variable [Algebra ℂ A]

/-- For fermion operators, `S` adds two particles: its commutator with the particle number
is `2 S`. -/
theorem number_comm (h : ShellCAR a b) :
    numberOp a b * pairCreation a b - pairCreation a b * numberOp a b
      = (2 : ℂ) • pairCreation a b := by
  have t : ∀ m, (star (a m) * a m + star (b m) * b m) * pairCreation a b
      - pairCreation a b * (star (a m) * a m + star (b m) * b m)
      = (2 : ℂ) • (star (a m) * star (b m)) := by
    intro m
    obtain ⟨h1, h2⟩ := occupation_comm h m
    rw [add_mul, mul_add, add_sub_add_comm, h1, h2]
    module
  unfold numberOp
  rw [Finset.sum_mul, Finset.mul_sum, ← Finset.sum_sub_distrib,
    Finset.sum_congr rfl (fun m _ => t m), ← Finset.smul_sum]
  rfl

/-- Quasispin algebra of a fermion shell: `[S, S*] = 2 S0`, `[S0, S] = S`, and each occupation
difference `a_m* a_m - b_m* b_m` commutes with `S`. -/
theorem quasispin_algebra (h : ShellCAR a b) :
    pairCreation a b * star (pairCreation a b) - star (pairCreation a b) * pairCreation a b
      = (2 : ℂ) • quasispinZ a b ∧
    quasispinZ a b * pairCreation a b - pairCreation a b * quasispinZ a b
      = pairCreation a b ∧
    ∀ m, Commute (star (a m) * a m - star (b m) * b m) (pairCreation a b) := by
  refine ⟨?_, ?_, fun m => ?_⟩
  · have hs : star (pairCreation a b) = ∑ n, b n * a n := by
      simp [pairCreation, star_sum, star_mul]
    -- only equal labels contribute to the commutator of two pairs
    have t : ∀ m n, star (a m) * star (b m) * (b n * a n)
        - b n * a n * (star (a m) * star (b m))
        = if n = m then star (a m) * a n - b n * star (b m) else 0 := by
      intro m n
      have e : star (a m) * star (b m) * (b n * a n) - b n * a n * (star (a m) * star (b m))
          = -((b n * a n * star (a m) - star (a m) * (b n * a n)) * star (b m)
            + star (a m) * (b n * a n * star (b m) - star (b m) * (b n * a n))) := by
        noncomm_ring
      rw [e, comm_of_anticomm, comm_of_anticomm, h.aa_star, h.ab_star, h.bb_star,
        (adjoint_relations h n m).2.2.2]
      split_ifs <;> noncomm_ring
    have t2 : ∀ n, pairCreation a b * (b n * a n) - b n * a n * pairCreation a b
        = star (a n) * a n + star (b n) * b n - 1 := by
      intro n
      have e := h.bb_star n n
      rw [if_pos rfl] at e
      unfold pairCreation
      rw [Finset.sum_mul, Finset.mul_sum, ← Finset.sum_sub_distrib,
        Finset.sum_congr rfl (fun m _ => t m n), Finset.sum_ite_eq,
        if_pos (Finset.mem_univ n), ← e]
      abel
    have hc : ∑ _n : ι, (1 : A) = (Fintype.card ι : ℂ) • (1 : A) := by
      simp [Algebra.smul_def]
    rw [hs, Finset.mul_sum, Finset.sum_mul, ← Finset.sum_sub_distrib,
      Finset.sum_congr rfl (fun n _ => t2 n), Finset.sum_sub_distrib, hc]
    unfold quasispinZ numberOp
    module
  · have e : quasispinZ a b * pairCreation a b - pairCreation a b * quasispinZ a b
        = (1 / 2 : ℂ) • (numberOp a b * pairCreation a b
          - pairCreation a b * numberOp a b) := by
      simp only [quasispinZ, sub_mul, mul_sub, smul_mul_assoc, mul_smul_comm, one_mul, mul_one]
      module
    rw [e, number_comm h]
    module
  · obtain ⟨h1, h2⟩ := occupation_comm h m
    refine sub_eq_zero.mp ?_
    rw [sub_mul, mul_sub, sub_sub_sub_comm, h1, h2, sub_self]

/-- For fermion operators, `S0` is self-adjoint and `[S0, S*] = -S*`. -/
theorem quasispin_lowering [StarModule ℂ A] (h : ShellCAR a b) :
    star (quasispinZ a b) = quasispinZ a b ∧
    quasispinZ a b * star (pairCreation a b) - star (pairCreation a b) * quasispinZ a b
      = -star (pairCreation a b) := by
  have hz : star (quasispinZ a b) = quasispinZ a b := by
    simp [quasispinZ, numberOp, star_sum, star_smul, star_mul]
  refine ⟨hz, ?_⟩
  have e := congrArg star (quasispin_algebra h).2.1
  rw [star_sub, star_mul, star_mul, hz] at e
  rw [← neg_sub, e]

variable {V : Type*} [AddCommGroup V] [Module ℂ V] [Module A V] [IsScalarTower ℂ A V]

/-- For fermion operators, applying `S` to a state of particle number `ν` a total of `k` times
gives particle number `ν + 2k`. -/
theorem number_pow_smul (h : ShellCAR a b) {v : V} {ν : ℂ}
    (hν : numberOp a b • v = ν • v) (k : ℕ) :
    numberOp a b • pairCreation a b ^ k • v = (ν + 2 * k) • pairCreation a b ^ k • v := by
  have hs : ∀ (c : ℂ) (x : V), pairCreation a b • c • x = c • pairCreation a b • x :=
    fun c x => smul_comm _ _ _
  induction k with
  | zero => simp [hν]
  | succ k ih =>
    have hp : pairCreation a b ^ (k + 1) • v = pairCreation a b • pairCreation a b ^ k • v := by
      rw [pow_succ', mul_smul]
    rw [hp, ← mul_smul (numberOp a b), sub_eq_iff_eq_add'.mp (number_comm h), add_smul,
      mul_smul, smul_assoc, ih, hs]
    generalize pairCreation a b • pairCreation a b ^ k • v = w
    push_cast
    module

/-- Seniority formula: for fermion operators, if `S*` annihilates a state `v` of particle number
`ν`, then `S S*` acts on `S^k v` as the number `k (N - ν - k + 1)`, with `N` the number of
pairs of levels. -/
theorem seniority_formula (h : ShellCAR a b) {v : V} {ν : ℂ}
    (hS : star (pairCreation a b) • v = 0) (hν : numberOp a b • v = ν • v) (k : ℕ) :
    (pairCreation a b * star (pairCreation a b)) • pairCreation a b ^ k • v
      = ((k : ℂ) * (Fintype.card ι - ν - k + 1)) • pairCreation a b ^ k • v := by
  have hs : ∀ (c : ℂ) (x : V), pairCreation a b • c • x = c • pairCreation a b • x :=
    fun c x => smul_comm _ _ _
  -- the quasispin commutator, solved for `S* S`
  have hc : star (pairCreation a b) * pairCreation a b
      = pairCreation a b * star (pairCreation a b) - numberOp a b
        + (Fintype.card ι : ℂ) • (1 : A) := by
    have h1 := (quasispin_algebra h).1
    have h2 : (2 : ℂ) • quasispinZ a b
        = numberOp a b - (Fintype.card ι : ℂ) • (1 : A) := by
      unfold quasispinZ
      module
    rw [h2] at h1
    rw [← sub_sub_cancel (pairCreation a b * star (pairCreation a b))
      (star (pairCreation a b) * pairCreation a b), h1]
    abel
  induction k with
  | zero => simp [mul_smul, hS]
  | succ k ih =>
    have hp : pairCreation a b ^ (k + 1) • v = pairCreation a b • pairCreation a b ^ k • v := by
      rw [pow_succ', mul_smul]
    rw [hp, mul_smul (pairCreation a b), ← mul_smul (star (pairCreation a b)), hc, add_smul,
      sub_smul, smul_assoc, one_smul, ih, number_pow_smul h hν, ← sub_smul, ← add_smul, hs]
    generalize pairCreation a b • pairCreation a b ^ k • v = w
    push_cast
    module

/-- The annihilator of the first level of a two-level shell, in the basis of the empty state,
the two singly occupied states and the filled state. -/
def levelA : Matrix (Fin 4) (Fin 4) ℂ := !![0, 1, 0, 0; 0, 0, 0, 0; 0, 0, 0, 1; 0, 0, 0, 0]

/-- The annihilator of the second level, in the same basis. -/
def levelB : Matrix (Fin 4) (Fin 4) ℂ := !![0, 0, 1, 0; 0, 0, 0, -1; 0, 0, 0, 0; 0, 0, 0, 0]

/-- The matrices `levelA` and `levelB` satisfy the fermion relations with one pair of levels,
and both annihilate the projector on the empty state. -/
theorem shellCAR_witness :
    ShellCAR (fun _ : Unit => levelA) (fun _ : Unit => levelB) ∧
    levelA * Matrix.single 0 0 1 = 0 ∧ levelB * Matrix.single 0 0 1 = 0 := by
  have hA : star levelA = !![0, 0, 0, 0; 1, 0, 0, 0; 0, 0, 0, 0; 0, 0, 1, 0] := by
    ext i j
    fin_cases i <;> fin_cases j <;> simp [levelA, Matrix.star_apply]
  have hB : star levelB = !![0, 0, 0, 0; 0, 0, 0, 0; 1, 0, 0, 0; 0, -1, 0, 0] := by
    ext i j
    fin_cases i <;> fin_cases j <;> simp [levelB, Matrix.star_apply]
  -- put the adjoints in the form in which they appear once the matrices are written out
  unfold levelA at hA
  unfold levelB at hB
  refine ⟨⟨fun m n => ?_, fun m n => ?_, fun m n => ?_, fun m n => ?_, fun m n => ?_,
    fun m n => ?_⟩, ?_, ?_⟩
  all_goals
    simp only [levelA, levelB, hA, hB, if_true]
    ext i j
    fin_cases i <;> fin_cases j <;>
      simp [Matrix.mul_apply, Matrix.single_apply]

end

end QuasispinShell
```

```lean
#print axioms QuasispinShell.quasispin_lowering
-- 'QuasispinShell.quasispin_lowering' depends on axioms: [propext, Classical.choice, Quot.sound]
#print axioms QuasispinShell.seniority_formula
-- 'QuasispinShell.seniority_formula' depends on axioms: [propext, Classical.choice, Quot.sound]
```

## From the relations to the algebra in Lean

The lemma `comm_of_anticomm` is the first commutator identity, checked by expanding noncommutative products with `noncomm_ring`. The lemma `adjoint_relations` applies `star` to the postulated relations to obtain the missing ones.

In `occupation_comm`, `leib` is the second identity. The local statement `t` computes the commutator with one pair creator; `split_ifs` separates equal from unequal labels, and the sum then collapses to its single surviving term. The lemma `number_comm` adds the two occupation results and sums over the shell.

In `quasispin_algebra`, `hs` writes out $S^\dagger$, `t` is the commutator of two individual pairs, and `t2` is $[S,b_na_n]$. The sum of the unit operators, `hc`, supplies the constant $N$. The second part reduces $[S_0,S]$ to `number_comm`, and the third subtracts the two equal commutators from `occupation_comm`. The theorem `quasispin_lowering` takes the adjoint of the second part.

## Induction on the number of added pairs

Both `number_pow_smul` and `seniority_formula` use induction on `k`, splitting off one factor of $S$ at each step. In the latter, `hc` is the commutator solved for $S^\dagger S$. The rewrites insert the induction hypothesis and the particle number, after which `module` verifies the recursion for the coefficients.

Finally, `shellCAR_witness` checks entry by entry that the explicit $4\times4$ matrices `levelA` and `levelB` satisfy the relations for $N=1$. Both annihilate the projector on the empty state. With the matrices acting by left multiplication, this nonzero projector can serve as $v$ with $\nu=0$, so the assumptions of the seniority formula have a concrete realisation.
